# Electron counting in a Slater determinant with orthonormal orbitals: the generating function is \(\det(1+(z-1)C)\)

To find how many electrons of a Slater determinant sit in a region \(R\), one computes the overlaps of the occupied orbitals restricted to \(R\), evaluates one \(N\times N\) determinant at \(N+1\) distinct values of \(z\), and interpolates. The coefficient of \(z^n\) is the probability of finding \(n\) electrons in \(R\). This replaces a sum over all \(\binom{M}{N}\) configurations, for a single determinant of \(N\) orthonormal orbitals on \(M\) sites; correlated wavefunctions are not covered.

## Orbitals, configurations and weights

Row \(i\) of the complex \(N\times M\) matrix \(A\) is an orbital, and column \(x\) is a site. Each site holds at most one electron, so for electrons with spin a column stands for a spin-orbital. Indices start at 0, as in Lean's `Fin N` and `Fin M`.

```lean
import Mathlib

open Matrix

namespace ElectronCounting

noncomputable section

variable {N M : ℕ}
```

A configuration \(S\) is a set of exactly \(N\) occupied sites.

```lean
/-- A configuration of `N` electrons on `M` sites: a set of `N` occupied sites. -/
abbrev Config (N M : ℕ) := {S : Finset (Fin M) // S.card = N}
```

Its sites in increasing order are \(s_0<\dots<s_{N-1}\), written `site S i` in Lean.

```lean
/-- The occupied sites of a configuration, listed in increasing order. -/
def site (S : Config N M) : Fin N ↪o Fin M := S.1.orderEmbOfFin S.2
```

The Slater matrix \(A_S\) has entries \((A_S)_{ij}=A_{i s_j}\).

```lean
/-- The Slater matrix: amplitudes of the `N` orbitals on the occupied sites. -/
def slater (A : Matrix (Fin N) (Fin M) ℂ) (S : Config N M) : Matrix (Fin N) (Fin N) ℂ :=
  A.submatrix id (site S)
```

The weight of \(S\) is \(p(S)=|\det A_S|^2\). The wavefunction \(\det(A_{ix_j})/\sqrt{N!}\), which is normalised when the orbitals are orthonormal, gives the same number once its squared modulus is summed over the \(N!\) orderings of the sites. Lean's `prob` is real and is read as a complex number in the identities below.

```lean
/-- The weight of a configuration: the squared modulus of its Slater determinant. -/
def prob (A : Matrix (Fin N) (Fin M) ℂ) (S : Config N M) : ℝ := ‖(slater A S).det‖ ^ 2
```

The overlap matrix on \(R\) is \(C_{ij}=\sum_{x\in R}A_{ix}\overline{A_{jx}}\). It is indexed by orbitals, not by sites.

```lean
/-- The overlap matrix of the orbitals restricted to the region `R`. -/
def regionOverlap (A : Matrix (Fin N) (Fin M) ℂ) (R : Finset (Fin M)) :
    Matrix (Fin N) (Fin N) ℂ :=
  Matrix.of fun i j => ∑ x ∈ R, A i x * star (A j x)
```

## (a) The ordered list contains exactly the occupied sites

Show that the values \(s_0,\dots,s_{N-1}\) make up \(S\).

The list enumerates the \(N\) elements of \(S\), so nothing is missing and nothing is added. Mathlib has this fact for its increasing enumeration.

```lean
lemma range_site (S : Config N M) : Set.range (site S) = (S.1 : Set (Fin M)) :=
  Finset.range_orderEmbOfFin S.1 S.2
```

## (b) A product over electrons is a product over occupied sites

Give each site \(x\) a complex factor \(w_x\). Show that \(\prod_i w_{s_i}=\prod_{x\in S}w_x\).

By (a) the list reaches every site of \(S\), and since it is strictly increasing it reaches each one once. Both products therefore have the same factors.

```lean
lemma prod_site (S : Config N M) (w : Fin M → ℂ) :
    ∏ i, w (site S i) = ∏ x ∈ S.1, w x := by
  have h : Finset.univ.image (site S) = S.1 := by
    apply Finset.coe_injective
    simp [range_site]
  conv_rhs => rw [← h]
  rw [Finset.prod_image]
  intro a _ b _ hab
  exact (site S).injective hab
```

## (c) Entries of the weighted overlap matrix

Let \(W=\mathrm{diag}(w)\). Find the entries of \(AWA^\dagger\).

Multiplying by \(W\) scales column \(x\) of \(A\) by \(w_x\), and \((A^\dagger)_{xj}=\overline{A_{jx}}\). Hence
\[(AWA^\dagger)_{ij}=\sum_x A_{ix}w_x\overline{A_{jx}}.\]

```lean
lemma weighted_apply (A : Matrix (Fin N) (Fin M) ℂ) (w : Fin M → ℂ) (i j : Fin N) :
    (A * diagonal w * Aᴴ) i j = ∑ x, A i x * (w x * star (A j x)) := by
  rw [Matrix.mul_apply]
  refine Finset.sum_congr rfl fun x _ => ?_
  rw [Matrix.mul_diagonal, Matrix.conjTranspose_apply, mul_assoc]
```

## (d) The determinant as a sum over assignments

Write \(\det(AWA^\dagger)\) as a sum over all maps \(f\) from electrons to sites, double occupation included.

The Leibniz formula and (c) give
\[\det(AWA^\dagger)=\sum_\sigma \operatorname{sgn}\sigma\prod_i\sum_x A_{\sigma(i)x}w_x\overline{A_{ix}}.\]
Multiplying out the product means choosing one site \(f(i)\) for each \(i\):
\[\sum_f\Big[\sum_\sigma\operatorname{sgn}\sigma\prod_i A_{\sigma(i)f(i)}\Big]\prod_i w_{f(i)}\overline{A_{if(i)}}.\]
The bracket is the determinant of the matrix \(A_f\) with entries \(A_{if(j)}\). In the proof, `Finset.prod_univ_sum` multiplies out and `Finset.sum_comm` exchanges the two sums.

```lean
/-- The determinant of the weighted overlap matrix is a sum over all assignments of
electrons to sites. -/
theorem det_weighted_expand (A : Matrix (Fin N) (Fin M) ℂ) (w : Fin M → ℂ) :
    (A * diagonal w * Aᴴ).det = ∑ f : Fin N → Fin M,
      (A.submatrix id f).det * ∏ i, (w (f i) * star (A i (f i))) := by
  simp only [Matrix.det_apply', weighted_apply, Finset.prod_univ_sum, Finset.mul_sum,
    Fintype.piFinset_univ, Finset.sum_mul, Matrix.submatrix_apply, id]
  refine Finset.sum_comm.trans ?_
  refine Finset.sum_congr rfl fun f _ => Finset.sum_congr rfl fun σ _ => ?_
  rw [Finset.prod_mul_distrib]
  ring
```

## (e) One configuration as a sum over permutations

Show that
\[p(S)\prod_{x\in S}w_x=\sum_\sigma\det(A_{s\circ\sigma})\prod_i w_{s_{\sigma(i)}}\overline{A_{is_{\sigma(i)}}}.\]

Write \(p(S)=\det A_S\,\overline{\det A_S}\) and expand only the conjugated factor:
\[\overline{\det A_S}=\sum_\sigma\operatorname{sgn}\sigma\prod_i\overline{A_{is_{\sigma(i)}}}.\]
Permuting columns gives \(\operatorname{sgn}\sigma\,\det A_S=\det A_{s\circ\sigma}\), which absorbs the sign. The product of the \(w\) factors does not depend on their order, so by (b) it equals \(\prod_{x\in S}w_x\) for every \(\sigma\). These steps are `hd`, `hp`, `h1` and `h2` in the proof.

```lean
/-- The weight of a configuration, times its site factors, is a sum over the permutations
of the electrons among the occupied sites. -/
theorem prob_eq_sum_perm (A : Matrix (Fin N) (Fin M) ℂ) (w : Fin M → ℂ) (S : Config N M) :
    (prob A S : ℂ) * ∏ x ∈ S.1, w x = ∑ σ : Equiv.Perm (Fin N),
      (A.submatrix id (fun i => site S (σ i))).det *
        ∏ i, (w (site S (σ i)) * star (A i (site S (σ i)))) := by
  have hd : star (slater A S).det = ∑ σ : Equiv.Perm (Fin N),
      ((Equiv.Perm.sign σ : ℤ) : ℂ) * ∏ i, star (A i (site S (σ i))) := by
    rw [← Matrix.det_transpose, Matrix.det_apply', star_sum]
    refine Finset.sum_congr rfl fun σ _ => ?_
    simp [slater]
  have hp : (prob A S : ℂ) = (slater A S).det * star (slater A S).det := by
    rw [Complex.star_def, Complex.mul_conj, Complex.normSq_eq_norm_sq, prob]
  rw [hp, hd, Finset.mul_sum, Finset.sum_mul]
  refine Finset.sum_congr rfl fun σ _ => ?_
  -- permuting the electrons multiplies the determinant by the sign of the permutation
  have h1 : (A.submatrix id (fun i => site S (σ i))).det
      = ((Equiv.Perm.sign σ : ℤ) : ℂ) * (slater A S).det :=
    Matrix.det_permute' σ (slater A S)
  have h2 : ∏ i, w (site S (σ i)) = ∏ x ∈ S.1, w x :=
    (Equiv.prod_comp σ (fun i => w (site S i))).trans (prod_site S w)
  rw [h1, Finset.prod_mul_distrib, h2]
  ring
```

## (f) A separate counting factor on every site

Deduce that \(\sum_S p(S)\prod_{x\in S}w_x=\det(AWA^\dagger)\), for any \(A\).

Sum (e) over \(S\) and compare with (d). The terms agree when \(f=s\circ\sigma\), so it remains to see which \(f\) arise.

- Different pairs \((S,\sigma)\) give different \(f\): the image of \(f\) is \(S\), and then \(\sigma\) follows because the list has no repetition.
- Every injective \(f\) arises: take \(S\) to be its image and \(\sigma\) the order in which \(f\) visits it.
- If \(f\) puts two electrons on one site, \(A_f\) has two equal columns and its determinant vanishes. This is the Pauli principle.

`Fintype.sum_of_injective` combines these facts: an injective map from pairs to assignments, equal terms along it, and zero terms outside its range.

```lean
/-- Site-resolved generating function: with a separate counting factor `w x` on each site,
the weighted sum over configurations is a single `N × N` determinant. -/
theorem site_resolved_counting (A : Matrix (Fin N) (Fin M) ℂ) (w : Fin M → ℂ) :
    ∑ S : Config N M, (prob A S : ℂ) * ∏ x ∈ S.1, w x = (A * diagonal w * Aᴴ).det := by
  rw [det_weighted_expand, Finset.sum_congr rfl (fun S _ => prob_eq_sum_perm A w S)]
  refine (Fintype.sum_prod_type' _).symm.trans ?_
  refine Fintype.sum_of_injective
    (fun (p : Config N M × Equiv.Perm (Fin N)) (i : Fin N) => site p.1 (p.2 i))
    ?_ _ _ ?_ (fun _ => rfl)
  · -- an assignment determines the configuration and the permutation
    rintro ⟨S, σ⟩ ⟨T, τ⟩ h
    have hST : S = T := by
      apply Subtype.ext
      apply Finset.coe_injective
      calc (S.1 : Set (Fin M)) = Set.range (site S ∘ σ) := by
            rw [σ.surjective.range_comp, range_site]
        _ = Set.range (site T ∘ τ) := congrArg Set.range h
        _ = (T.1 : Set (Fin M)) := by rw [τ.surjective.range_comp, range_site]
    subst hST
    have hσ : σ = τ := Equiv.ext fun i => (site S).injective (congrFun h i)
    rw [hσ]
  · intro f hf
    by_cases hinj : Function.Injective f
    · exfalso
      apply hf
      obtain ⟨S, hS⟩ : ∃ S : Config N M, S.1 = Finset.univ.image f :=
        ⟨⟨Finset.univ.image f, by
          rw [Finset.card_image_of_injective _ hinj, Finset.card_univ, Fintype.card_fin]⟩, rfl⟩
      have hmem : ∀ i, ∃ k, site S k = f i := fun i => by
        have h : f i ∈ Set.range (site S) := by
          rw [range_site, hS]
          simp
        exact h
      choose g hg using hmem
      have hgi : Function.Injective g := fun a b h => hinj (by rw [← hg a, ← hg b, h])
      exact ⟨(S, Equiv.ofBijective g (Finite.injective_iff_bijective.mp hgi)), funext hg⟩
    · -- Pauli principle: a doubly occupied site gives two equal columns
      obtain ⟨a, b, hab, hne⟩ := Function.not_injective_iff.mp hinj
      have h0 : (A.submatrix id f).det = 0 :=
        Matrix.det_zero_of_column_eq hne (fun k => by simp [hab])
      rw [h0, zero_mul]
```

## (g) Two values of the counting factor

Let \(w_x=z\) on \(R\) and \(w_x=y\) elsewhere. Show that \(AWA^\dagger=y\,AA^\dagger+(z-y)C\).

Write \(w_x=y+(z-y)\) for \(x\in R\) and \(w_x=y\) otherwise, and insert this in (c). The constant \(y\) multiplies the sum over all sites, which is \(AA^\dagger\); the excess \(z-y\) multiplies the sum over \(R\), which is \(C\). The proof compares the summands site by site.

```lean
lemma region_weight (A : Matrix (Fin N) (Fin M) ℂ) (R : Finset (Fin M)) (z y : ℂ) :
    A * diagonal (fun x => if x ∈ R then z else y) * Aᴴ
      = y • (A * Aᴴ) + (z - y) • regionOverlap A R := by
  ext i j
  have hR : ∑ x ∈ R, A i x * star (A j x)
      = ∑ x, if x ∈ R then A i x * star (A j x) else 0 := by simp
  rw [weighted_apply]
  simp only [Matrix.add_apply, Matrix.smul_apply, smul_eq_mul, regionOverlap,
    Matrix.of_apply, Matrix.mul_apply, Matrix.conjTranspose_apply]
  rw [hR, Finset.mul_sum, Finset.mul_sum, ← Finset.sum_add_distrib]
  refine Finset.sum_congr rfl fun x _ => ?_
  split_ifs <;> ring
```

## (h) The counting generating function

Assume that the orbitals are orthonormal, \(AA^\dagger=1\). Show for every complex \(z\) that
\[\sum_S p(S)\,z^{|S\cap R|}=\det(1+(z-1)C).\]

Set \(y=1\) in (g), so that \(AWA^\dagger=1+(z-1)C\). On the left of (f), each occupied site in \(R\) contributes \(z\) and every other one contributes 1, which gives \(z^{|S\cap R|}\).

In Lean the orthonormality is the hypothesis `hA : A * Aᴴ = 1`, and \(R\) is any finite set of sites, possibly empty. At \(z=1\) the identity reads \(\sum_S p(S)=1\), so the weights are probabilities.

```lean
/-- Electron-counting generating function: for orthonormal orbitals, the average of `z` to
the number of electrons in `R` is `det (1 + (z - 1) C)`, with `C` the overlap matrix on `R`. -/
theorem counting_generating_function (A : Matrix (Fin N) (Fin M) ℂ) (hA : A * Aᴴ = 1)
    (R : Finset (Fin M)) (z : ℂ) :
    ∑ S : Config N M, (prob A S : ℂ) * z ^ (S.1 ∩ R).card
      = (1 + (z - 1) • regionOverlap A R).det := by
  have h := site_resolved_counting A (fun x => if x ∈ R then z else 1)
  rw [region_weight, hA, one_smul] at h
  rw [← h]
  refine Finset.sum_congr rfl fun S _ => ?_
  rw [Finset.prod_ite_mem, Finset.prod_const]
```

## (i) The probability that the region is empty

Show that, for orthonormal orbitals, \(R\) holds no electron with probability \(\det(1-C)\).

Set \(z=0\) in (h). A configuration with an electron in \(R\) has a positive power of zero and drops out; one with none has \(0^0=1\) and keeps its weight. The case split in the proof separates these two kinds.

```lean
/-- For orthonormal orbitals, the probability that the region `R` holds no electron is `det (1 -
C)`, with `C` the overlap matrix on `R`. -/
theorem emptiness_probability (A : Matrix (Fin N) (Fin M) ℂ) (hA : A * Aᴴ = 1)
    (R : Finset (Fin M)) :
    ∑ S : Config N M with S.1 ∩ R = ∅, (prob A S : ℂ) = (1 - regionOverlap A R).det := by
  have h := counting_generating_function A hA R 0
  rw [zero_sub, neg_smul, one_smul, ← sub_eq_add_neg] at h
  rw [← h, Finset.sum_filter]
  refine Finset.sum_congr rfl fun S _ => ?_
  by_cases hS : S.1 ∩ R = ∅
  · simp [hS]
  · rw [if_neg hS, zero_pow (fun h0 => hS (Finset.card_eq_zero.mp h0)), mul_zero]
```

## (j) All electrons inside the region

Show that the configurations with \(S\subseteq R\) have total weight \(\det C\).

Set \(z=1\) and \(y=0\) in (g), which leaves \(AWA^\dagger=C\). In (f) a single occupied site outside \(R\) makes the product zero; otherwise the product is 1. Orthonormality is not used here; when it holds, all the weights sum to 1 and this total weight is a probability.

```lean
/-- The total weight of the configurations with all electrons inside `R` is `det C`. -/
theorem full_confinement (A : Matrix (Fin N) (Fin M) ℂ) (R : Finset (Fin M)) :
    ∑ S : Config N M with S.1 ⊆ R, (prob A S : ℂ) = (regionOverlap A R).det := by
  have h := site_resolved_counting A (fun x => if x ∈ R then 1 else 0)
  rw [region_weight, zero_smul, zero_add, sub_zero, one_smul] at h
  rw [← h, Finset.sum_filter]
  refine Finset.sum_congr rfl fun S _ => ?_
  by_cases hS : S.1 ⊆ R
  · rw [if_pos hS, Finset.prod_eq_one (fun x hx => if_pos (hS hx)), mul_one]
  · obtain ⟨x, hx, hxR⟩ := Finset.not_subset.mp hS
    rw [if_neg hS, Finset.prod_eq_zero hx (if_neg hxR), mul_zero]
```

## (k) The mean electron number

Show that, for orthonormal orbitals, the mean number of electrons in \(R\), which is the first cumulant, equals \(\operatorname{tr}C\).

Differentiate (h) at \(z=1\). The left side gives \(\sum_S p(S)\,|S\cap R|\). For the right side, put \(t=z-1\) and use
\[\det(1+tC)=1+t\operatorname{tr}C+t^2q(t)\]
with a polynomial \(q\). The last term has zero derivative at \(t=0\), so the derivative is \(\operatorname{tr}C\).

The proof takes this expansion from `Matrix.det_one_add_smul`. `hL` and `hT` are the derivatives of the two sides, and `hL.unique hT` equates them. Higher cumulants are the higher derivatives of \(\log\sum_S p(S)\,e^{\lambda|S\cap R|}\) with respect to \(\lambda\) at \(\lambda=0\); the theorem does not treat them.

```lean
/-- First cumulant: for orthonormal orbitals, the mean number of electrons in `R` is the trace of
the overlap matrix `C` on `R`. -/
theorem mean_electron_number (A : Matrix (Fin N) (Fin M) ℂ) (hA : A * Aᴴ = 1)
    (R : Finset (Fin M)) :
    ∑ S : Config N M, (prob A S : ℂ) * ((S.1 ∩ R).card : ℂ) = (regionOverlap A R).trace := by
  obtain ⟨q, hq⟩ : ∃ q : Polynomial ℂ, ∀ t : ℂ, (1 + t • regionOverlap A R).det
      = 1 + (regionOverlap A R).trace * t + q.eval t * t ^ 2 :=
    ⟨_, fun t => Matrix.det_one_add_smul t _⟩
  -- differentiate both sides of the generating function at z = 1
  have hL : HasDerivAt (fun z : ℂ => ∑ S : Config N M, (prob A S : ℂ) * z ^ (S.1 ∩ R).card)
      (∑ S : Config N M, (prob A S : ℂ) *
        (((S.1 ∩ R).card : ℂ) * 1 ^ ((S.1 ∩ R).card - 1))) 1 :=
    HasDerivAt.fun_sum fun S _ => (hasDerivAt_pow _ (1 : ℂ)).const_mul _
  have hu : HasDerivAt (fun z : ℂ => z - 1) 1 1 := (hasDerivAt_id' (1 : ℂ)).sub_const 1
  have hqd : HasDerivAt (fun z : ℂ => q.eval (z - 1))
      ((q.comp (Polynomial.X - Polynomial.C 1)).derivative.eval 1) 1 := by
    have h := (q.comp (Polynomial.X - Polynomial.C 1)).hasDerivAt (1 : ℂ)
    simpa only [Polynomial.eval_comp, Polynomial.eval_sub, Polynomial.eval_X,
      Polynomial.eval_C] using h
  have hT := ((hu.const_mul (regionOverlap A R).trace).const_add 1).fun_add
    (hqd.fun_mul (hu.fun_pow 2))
  have hfun : (fun z : ℂ => ∑ S : Config N M, (prob A S : ℂ) * z ^ (S.1 ∩ R).card)
      = fun z => 1 + (regionOverlap A R).trace * (z - 1) + q.eval (z - 1) * (z - 1) ^ 2 :=
    funext fun z => by rw [counting_generating_function A hA R z, hq]
  rw [hfun] at hL
  have e := hL.unique hT
  simpa using e
```

## (l) Two complex orbitals on three sites

Check that the rows \(\tfrac13(1,2,2i)\) and \(\tfrac13(2,1,-2i)\) are orthonormal.

Each row has squared norm \((1+4+4)/9=1\). Their inner product is
\[\tfrac19\big(1\cdot2+2\cdot1+2i\cdot\overline{(-2i)}\big)=\tfrac19(2+2-4)=0.\]
The condition \(AA^\dagger=1\) is therefore met by an example with complex entries, \(N=2\) and \(M=3\). Lean checks the four entries of the product one at a time.

```lean
/-- Two explicit complex orbitals on three sites are orthonormal. -/
theorem orthonormal_orbitals_witness :
    (!![1/3, 2/3, 2/3 * Complex.I; 2/3, 1/3, -(2/3) * Complex.I] : Matrix (Fin 2) (Fin 3) ℂ) *
      (!![1/3, 2/3, 2/3 * Complex.I; 2/3, 1/3, -(2/3) * Complex.I] :
        Matrix (Fin 2) (Fin 3) ℂ)ᴴ = 1 := by
  have h2 : (starRingEnd ℂ) 2 = 2 := Complex.ext (by simp) (by simp)
  have h3 : (starRingEnd ℂ) 3 = 3 := Complex.ext (by simp) (by simp)
  ext i j
  fin_cases i <;> fin_cases j <;>
    simp [Matrix.mul_apply, Fin.sum_univ_succ, Complex.ext_iff, h2, h3] <;> norm_num

end

end ElectronCounting
```

```lean
#print axioms ElectronCounting.counting_generating_function
-- 'ElectronCounting.counting_generating_function' depends on axioms: [propext, Classical.choice, Quot.sound]
#print axioms ElectronCounting.emptiness_probability
-- 'ElectronCounting.emptiness_probability' depends on axioms: [propext, Classical.choice, Quot.sound]
#print axioms ElectronCounting.full_confinement
-- 'ElectronCounting.full_confinement' depends on axioms: [propext, Classical.choice, Quot.sound]
#print axioms ElectronCounting.mean_electron_number
-- 'ElectronCounting.mean_electron_number' depends on axioms: [propext, Classical.choice, Quot.sound]
```
